# In a flat-band variational model, a large enough host gap removes Kondo binding

A magnetic impurity in a metal can form a Kondo singlet with the host electrons. If the model host has a gap that the real metal lacks, this binding can be lost. In a simple variational treatment the outcome depends on two energies. One is a, the lowest energy, counted from the Fermi level, at which an electron can be added to the host. The other is built from the upper band cutoff D and the dimensionless antiferromagnetic exchange coupling g > 0, and equals D exp(−1/g). In the variational model treated here, with a flat band, a single host excitation and the added electron supplied at the Fermi level, the singlet lies below the decoupled impurity exactly when a is the smaller of the two. At D = 1 eV and g = 0.2 the comparison energy is only about 6.7 meV, so in this model a modest artificial gap can decide the outcome.

## The amplitude equation

```lean
import Mathlib

open MeasureTheory

namespace KondoGappedHost

noncomputable section

/-- A singlet amplitude `φ` of energy `-b` in a flat band of excitation energies from `a` to `D`:
it is integrable, not identically zero on the band, and solves
`e φ(e) - g ∫ φ = -b φ(e)` there. -/
def IsSingletAmplitude (g a D b : ℝ) (φ : ℝ → ℝ) : Prop :=
  IntervalIntegrable φ volume a D ∧ (∃ e ∈ Set.Icc a D, φ e ≠ 0) ∧
    ∀ e ∈ Set.Icc a D, e * φ e - g * (∫ x in a..D, φ x) = -b * φ e
```

The trial state pairs the impurity spin with one host excitation, an electron added at energy e above the Fermi level, where e runs from a to D with constant density of states. The function φ(e) is the amplitude of that excitation. Exchange scatters the excitation between all energies with equal strength, which gives

e φ(e) − g ∫ φ(x) dx = −b φ(e), with the integral taken from a to D.

The energy of the state is −b, measured from the decoupled impurity without the added electron. That electron is counted at the Fermi level, as for a host in contact with a reservoir, and b > 0 means that the singlet is bound in this sense. The constant g stands for the product of exchange strength and host density of states, with the numerical factor of the singlet channel absorbed; antiferromagnetic exchange corresponds to g > 0. For an exchange term J S·s between the impurity spin S and the host spin s at its site, and a host density of states ρ per spin, g = 3ρJ/4. If the Fermi level sits in the middle of the gap, a is half of the full gap.

`IsSingletAmplitude g a D b φ` is a statement about five objects: four real numbers and a function. It has three parts, joined by `∧` ("and"). The function is integrable over the band; it is nonzero at some energy in the closed interval `Set.Icc a D`; and it satisfies the equation at every energy in that interval. The second part excludes φ = 0, which would solve the equation for every b.

The spin algebra does not appear in the file, because the definition starts from the reduced equation. "Kondo binding" therefore means a solution of this equation with b > 0. The many-body ground state, with its further particle–hole excitations, is a different and harder problem. In a gapless metal its energy scale varies at weak coupling essentially as exp(−1/(ρJ)), while the model gives exp(−1/g) = exp(−4/(3ρJ)), which is much smaller. The threshold derived below is therefore not a quantitative test for a full many-body calculation.

```lean
/-- The closed form `(D - a exp(1/g)) / (exp(1/g) - 1)` for the binding energy, meant for
nonzero coupling `g`. -/
def bindingEnergy (g a D : ℝ) : ℝ :=
  (D - a * Real.exp (1 / g)) / (Real.exp (1 / g) - 1)
```

This definition names the expected answer,

b = (D − a exp(1/g)) / (exp(1/g) − 1).

A definition proves nothing. It assigns a number to every choice of g, a and D, and that number may be negative. The theorems say when it is a binding energy.

## From the amplitude to a logarithm

```lean
/-- The integral of `1/(e + b)` over the band is `ln((D + b)/(a + b))`, provided `a + b` and
`D + b` are positive. -/
theorem integral_band {a D b : ℝ} (ha : 0 < a + b) (hD : 0 < D + b) :
    ∫ x in a..D, (x + b)⁻¹ = Real.log ((D + b) / (a + b)) :=
  (intervalIntegral.integral_comp_add_right (fun x : ℝ => x⁻¹) b).trans
    (integral_inv_of_pos ha hD)
```

In a theorem, the hypotheses stand before the last colon of the statement and the conclusion stands after it. Here `ha` and `hD` say that a + b and D + b are positive, which keeps the pole at x = −b away from the range of integration. The conclusion is

∫ dx/(x + b) = ln(D + b) − ln(a + b) = ln((D + b)/(a + b)).

The proof makes the usual substitution. `integral_comp_add_right` shifts the variable by b, and `integral_inv_of_pos` integrates 1/x between positive limits.

```lean
/-- For `a < D` and an energy `-b` below the band edge `a`, a singlet amplitude exists if and
only if `g ln((D + b)/(a + b)) = 1`. -/
theorem exists_amplitude_iff {g a D b : ℝ} (haD : a < D) (hab : 0 < a + b) :
    (∃ φ, IsSingletAmplitude g a D b φ) ↔ g * Real.log ((D + b) / (a + b)) = 1 := by
  have hDb : 0 < D + b := by linarith
  have hpos : ∀ x ∈ Set.Icc a D, x + b ≠ 0 := fun x hx =>
    (by linarith [hx.1] : 0 < x + b).ne'
  constructor
  · rintro ⟨φ, -, ⟨e, he, hne⟩, h⟩
    obtain ⟨C, hC⟩ : ∃ C, C = ∫ x in a..D, φ x := ⟨_, rfl⟩
    rw [← hC] at h
    -- the equation fixes the shape of the amplitude
    have hφ : ∀ x ∈ Set.Icc a D, φ x = g * C * (x + b)⁻¹ := by
      intro x hx
      rw [← div_eq_mul_inv, eq_div_iff (hpos x hx)]
      linear_combination h x hx
    have hC0 : C ≠ 0 := by
      intro h0
      apply hne
      rw [hφ e he, h0, mul_zero, zero_mul]
    -- integrating the amplitude gives self-consistency
    have hself : C = g * C * Real.log ((D + b) / (a + b)) := by
      calc C = ∫ x in a..D, φ x := hC
        _ = ∫ x in a..D, g * C * (x + b)⁻¹ := by
          apply intervalIntegral.integral_congr
          intro x hx
          rw [Set.uIcc_of_le haD.le] at hx
          exact hφ x hx
        _ = g * C * Real.log ((D + b) / (a + b)) := by
          rw [intervalIntegral.integral_const_mul, integral_band hab hDb]
    apply mul_left_cancel₀ hC0
    linear_combination -hself
  · intro h
    refine ⟨fun x => (x + b)⁻¹, ?_, ⟨a, ⟨le_refl a, haD.le⟩, inv_ne_zero hab.ne'⟩, ?_⟩
    · apply ContinuousOn.intervalIntegrable
      rw [Set.uIcc_of_le haD.le]
      exact ContinuousOn.inv₀ (by fun_prop) hpos
    · intro e he
      change e * (e + b)⁻¹ - g * (∫ x in a..D, (x + b)⁻¹) = -b * (e + b)⁻¹
      rw [integral_band hab hDb, h]
      linear_combination mul_inv_cancel₀ (hpos e he)
```

The symbol `↔` means "if and only if", and `∃ φ` means "there is a φ". The theorem says that, for an energy −b below the band edge a, an amplitude exists exactly when g ln((D + b)/(a + b)) = 1.

For the forward direction, write C for the integral of φ over the band. The amplitude equation becomes

(e + b) φ(e) = g C.

Since e + b ≥ a + b > 0, we may divide:

φ(e) = g C/(e + b).

If C were zero, φ would vanish on the whole band, which the definition forbids. Integrating both sides over the band gives

C = g C ln((D + b)/(a + b)),

and cancelling C leaves the logarithmic equation.

For the converse, take φ(e) = 1/(e + b). Its integral is ln((D + b)/(a + b)), so g times the integral is 1, and the left side of the amplitude equation is

e/(e + b) − 1 = −b/(e + b),

which is −b φ(e), as required. This φ is not normalised. With unit integral of φ² over the band it reads

φ(e) = √((a + b)(D + b)/(D − a)) / (e + b).

The Lean proof has the same stages. `constructor` splits the equivalence into its two directions. In the first, `hφ` is the solved form of φ, `hC0` is C ≠ 0, and `hself` is the self-consistency condition; `mul_left_cancel₀` then cancels C. In the second, the proof supplies 1/(x + b), obtains its integrability from continuity, and shows that it is nonzero at e = a. The tactic `linear_combination` closes an algebraic equation by adding up multiples of known ones.

## Solving for the binding energy

```lean
/-- For `g > 0` and positive `a + b` and `D + b`, the singlet equation
`g ln((D + b)/(a + b)) = 1` holds if and only if `b` is the closed-form binding energy. -/
theorem singlet_equation_iff {g a D b : ℝ} (hg : 0 < g) (hab : 0 < a + b) (hDb : 0 < D + b) :
    g * Real.log ((D + b) / (a + b)) = 1 ↔ b = bindingEnergy g a D := by
  have hE : 1 < Real.exp (1 / g) := Real.one_lt_exp_iff.mpr (by positivity)
  have hE0 : Real.exp (1 / g) - 1 ≠ 0 := (sub_pos.mpr hE).ne'
  -- exponentiate the equation
  have key : g * Real.log ((D + b) / (a + b)) = 1 ↔
      (D + b) / (a + b) = Real.exp (1 / g) := by
    constructor
    · intro h
      have hlog : Real.log ((D + b) / (a + b)) = 1 / g := by
        rw [eq_div_iff hg.ne']
        linarith
      rw [← hlog, Real.exp_log (div_pos hDb hab)]
    · intro h
      rw [h, Real.log_exp]
      exact mul_one_div_cancel hg.ne'
  -- what remains is linear in `b`
  rw [key, bindingEnergy, div_eq_iff hab.ne', eq_div_iff hE0]
  constructor <;> intro h <;> linear_combination -h
```

For g > 0, the logarithmic equation has been turned into an explicit value of b. By hand, divide by g and exponentiate:

(D + b)/(a + b) = exp(1/g).

Multiply out and collect the terms in b:

D − a exp(1/g) = b (exp(1/g) − 1).

Because g > 0, exp(1/g) exceeds 1, and division by the last bracket gives the closed form. Every step can be reversed. Since b is equated with one definite number, two different solutions with positive a + b and D + b are impossible.

In the proof, `key` is the exponentiated equation. The rewriting after it clears both denominators, and the remaining line treats the linear equation in both directions.

The choice of reference energy matters here. For a < D, the closed form satisfies

a + b = (D − a)/(exp(1/g) − 1) > 0,

so the amplitude equation has a solution below the band edge for every g > 0. Take a = 1, D = 2 and g = 1. Then b ≈ −0.42, and the singlet has energy +0.42: below the band edge at 1, but above the decoupled impurity at 0. If the number of electrons is fixed and includes the added one, the decoupled state has energy a, and the band edge is the right reference. Measured that way, the singlet is bound for every g > 0 and there is no threshold. The threshold comes from requiring b > 0, with the electron supplied at the Fermi level. When the gap removes binding in this sense, the singlet has moved above the decoupled impurity without merging into the band.

```lean
/-- For positive `g`, `a` and `D`, the closed-form binding energy is positive if and only if
`g ln(D/a) > 1`. -/
theorem bindingEnergy_pos_iff {g a D : ℝ} (hg : 0 < g) (ha : 0 < a) (hD : 0 < D) :
    0 < bindingEnergy g a D ↔ 1 < g * Real.log (D / a) := by
  have hE : 1 < Real.exp (1 / g) := Real.one_lt_exp_iff.mpr (by positivity)
  rw [bindingEnergy, lt_div_iff₀ (sub_pos.mpr hE), zero_mul, sub_pos,
    ← div_lt_iff₀' hg, Real.lt_log_iff_exp_lt (div_pos hD ha), lt_div_iff₀ ha, mul_comm a]
```

This lemma finds the sign of the closed form. Its denominator is positive for g > 0, so the following conditions are equivalent:

b > 0
D > a exp(1/g)
ln(D/a) > 1/g
g ln(D/a) > 1.

The proof is one chain of rewriting. It brings both sides of the equivalence to the inequality a exp(1/g) < D, with `Real.lt_log_iff_exp_lt` exchanging the logarithm for the exponential.

## Existence, uniqueness and value

```lean
/-- For `0 < a < D` and `g > 0`, a singlet amplitude of energy `-b` with `b > 0` exists if and
only if `g ln(D/a) > 1` and `b = (D - a exp(1/g)) / (exp(1/g) - 1)`. -/
theorem kondo_singlet_iff {g a D : ℝ} (hg : 0 < g) (ha : 0 < a) (haD : a < D) (b : ℝ) :
    (0 < b ∧ ∃ φ, IsSingletAmplitude g a D b φ) ↔
      1 < g * Real.log (D / a) ∧ b = bindingEnergy g a D := by
  have hD : 0 < D := ha.trans haD
  constructor
  · rintro ⟨hb, hφ⟩
    have h := (singlet_equation_iff hg (add_pos ha hb) (add_pos hD hb)).1
      ((exists_amplitude_iff haD (add_pos ha hb)).1 hφ)
    refine ⟨(bindingEnergy_pos_iff hg ha hD).1 ?_, h⟩
    rw [← h]
    exact hb
  · rintro ⟨hthr, h⟩
    have hb : 0 < b := by
      rw [h]
      exact (bindingEnergy_pos_iff hg ha hD).2 hthr
    exact ⟨hb, (exists_amplitude_iff haD (add_pos ha hb)).2
      ((singlet_equation_iff hg (add_pos ha hb) (add_pos hD hb)).2 h)⟩
```

This is the main theorem. It fixes g > 0 and 0 < a < D, and then takes any real b. The left side says that b is positive and that a singlet amplitude of energy −b exists. The right side says that g ln(D/a) > 1 and that b equals the closed form.

Above the threshold, then, exactly one positive b is allowed, and its value is known. At or below the threshold there is none.

The argument joins the three preceding results. Given an amplitude with b > 0, the sums a + b and D + b are positive. `exists_amplitude_iff` gives the logarithmic equation, `singlet_equation_iff` gives the value of b, and `bindingEnergy_pos_iff` turns b > 0 into the threshold condition. The converse runs the same chain backwards, starting with the positivity of b. In the code, `.1` uses an equivalence from left to right and `.2` from right to left.

```lean
/-- For `0 < a < D` and `g > 0`, the equation `g ln((D + b)/(a + b)) = 1` has a solution `b > 0`
if and only if `g ln(D/a) > 1`. -/
theorem binding_threshold {g a D : ℝ} (hg : 0 < g) (ha : 0 < a) (haD : a < D) :
    (∃ b, 0 < b ∧ g * Real.log ((D + b) / (a + b)) = 1) ↔ 1 < g * Real.log (D / a) := by
  constructor
  · rintro ⟨b, hb, h⟩
    exact ((kondo_singlet_iff hg ha haD b).1
      ⟨hb, (exists_amplitude_iff haD (add_pos ha hb)).2 h⟩).1
  · intro h
    obtain ⟨hb, hφ⟩ := (kondo_singlet_iff hg ha haD _).2 ⟨h, rfl⟩
    exact ⟨_, hb, (exists_amplitude_iff haD (add_pos ha hb)).1 hφ⟩
```

Here the amplitude has disappeared from the statement, leaving a fact about the logarithmic equation: for g > 0 and 0 < a < D,

g ln((D + b)/(a + b)) = 1

has a solution b > 0 if and only if g ln(D/a) > 1. The solution is unique and given by the closed form, by `singlet_equation_iff`.

The condition can also be seen directly. As b grows from 0, the left side falls continuously from g ln(D/a) towards 0, so it passes through 1 at a positive b exactly when it starts above 1. The Lean proof takes another route: it converts the equation into an amplitude, applies the main theorem, and converts back.

## The gap at which binding is lost

```lean
/-- For `0 < a < D` and `g > 0`, a singlet amplitude of negative energy exists if and only if
the gap parameter `a` is smaller than `D exp(-1/g)`. -/
theorem binding_iff_gap_lt {g a D : ℝ} (hg : 0 < g) (ha : 0 < a) (haD : a < D) :
    (∃ b, 0 < b ∧ ∃ φ, IsSingletAmplitude g a D b φ) ↔ a < D * Real.exp (-(1 / g)) := by
  have hgap : 1 < g * Real.log (D / a) ↔ a < D * Real.exp (-(1 / g)) := by
    rw [← div_lt_iff₀' hg, Real.lt_log_iff_exp_lt (div_pos (ha.trans haD) ha),
      lt_div_iff₀ ha, Real.exp_neg, ← div_eq_mul_inv, lt_div_iff₀ (Real.exp_pos _), mul_comm]
  rw [← hgap]
  constructor
  · rintro ⟨b, h⟩
    exact ((kondo_singlet_iff hg ha haD b).1 h).1
  · intro h
    exact ⟨_, (kondo_singlet_iff hg ha haD _).2 ⟨h, rfl⟩⟩
```

The threshold is now solved for the gap parameter:

g ln(D/a) > 1 is equivalent to D/a > exp(1/g), and hence to a < D exp(−1/g).

This is the comparison from the start of the text. At equality the closed form gives b = 0, so the singlet is degenerate with the decoupled impurity and does not count as bound. The intermediate result `hgap` contains the algebra, and the rest of the proof reads the threshold off the main theorem.

The sign of g matters in this form. If the hypothesis g > 0 were weakened to g ≠ 0, the theorem would be false. Take g = −1, a = 1 and D = 2. The right side becomes 1 < 2e, with e here the base of natural logarithms, and this is true. But a bound amplitude would need −ln((2 + b)/(1 + b)) = 1 with b > 0, which is impossible because the logarithm is positive.

## The gapless host

```lean
/-- In a gapless band, `a = 0`, with `D > 0`, every coupling `g > 0` gives a positive
closed-form binding energy and a singlet amplitude at that energy below zero. -/
theorem gapless_host_binds {g D : ℝ} (hg : 0 < g) (hD : 0 < D) :
    0 < bindingEnergy g 0 D ∧ ∃ φ, IsSingletAmplitude g 0 D (bindingEnergy g 0 D) φ := by
  have hE : 1 < Real.exp (1 / g) := Real.one_lt_exp_iff.mpr (by positivity)
  have hb : 0 < bindingEnergy g 0 D := by
    rw [bindingEnergy, zero_mul, sub_zero]
    exact div_pos hD (sub_pos.mpr hE)
  have h0 : 0 < 0 + bindingEnergy g 0 D := by linarith
  exact ⟨hb, (exists_amplitude_iff hD h0).2
    ((singlet_equation_iff hg h0 (add_pos hD hb)).2 rfl)⟩

end

end KondoGappedHost
```

With a = 0 the closed form reduces to

b = D/(exp(1/g) − 1),

which is positive for every g > 0 and D > 0. The theorem states this positivity and the existence of an amplitude at energy −b. However weak the antiferromagnetic coupling, the variational singlet in this gapless flat band is bound, although b becomes exponentially small.

This case has its own theorem because the earlier threshold is written with D/a. Lean sets division by zero to 0 and the logarithm of 0 to 0, so at a = 0 the condition `1 < g * Real.log (D / a)` would read 1 < 0 and wrongly deny binding. The proof therefore shows directly that b is positive, and then uses `singlet_equation_iff` and `exists_amplitude_iff`, which need only a + b > 0 at the band edge and so allow a = 0.

```lean
#print axioms KondoGappedHost.binding_threshold
#print axioms KondoGappedHost.binding_iff_gap_lt
#print axioms KondoGappedHost.gapless_host_binds
```

```
'KondoGappedHost.binding_threshold' depends on axioms: [propext, Classical.choice, Quot.sound]
'KondoGappedHost.binding_iff_gap_lt' depends on axioms: [propext, Classical.choice, Quot.sound]
'KondoGappedHost.gapless_host_binds' depends on axioms: [propext, Classical.choice, Quot.sound]
```
